# Bounds on the London dispersion coefficient from two sums over states and an energy gap

**Q:** To estimate a $C_6$ coefficient without computing every excited state, I replace all excitation energies by one mean energy, take it out of the sum over states and evaluate what is left as a ground-state expectation value. Which mean energy should I take, and on which side of the second-order value do I land?

**A:** Two choices put you on a known side. Take two atoms with spherically symmetric ground states, a large distance $R$ apart, and neglect retardation. To leading order they attract with energy $-C/R^6$, where second-order perturbation theory gives

$$C=\sum_k \frac{w_k}{e_k}.$$

Here $k$ runs over the states of the pair in which both atoms are excited, $e_k$ is the excitation energy, and $w_k\ge 0$ is the squared matrix element of the dipole-dipole operator with its factor $R^{-3}$ removed. Define $S_0=\sum_k w_k$ and $S_1=\sum_k w_k e_k$. If every $e_k$ is at least some $g>0$, and $S_0>0$ and $S_1$ are finite, then

$$\frac{S_0^2}{S_1}\le C\le \frac{S_0}{g}.$$

The mean energy $S_1/S_0$ therefore never overestimates $C$, and the mean energy $g$ never underestimates it.

**Q:** Derive it for me without any Lean.

**A:** Pick any number $t$, a trial inverse energy, and expand a square:

$$\frac{w_k(1-te_k)^2}{e_k}=\frac{w_k}{e_k}-2t\,w_k+t^2w_ke_k.$$

Summing over $k$ gives

$$C-(2tS_0-t^2S_1)=\sum_k\frac{w_k(1-te_k)^2}{e_k}\ge 0.$$

The gap gives $S_1\ge gS_0>0$, so $t=S_0/S_1$ is allowed. The bracket then equals $2S_0^2/S_1-S_0^2/S_1=S_0^2/S_1$, which is the lower bound. For the upper bound, $w_k/e_k\le w_k/g$ term by term; this also shows that the sum for $C$ converges.

**Q:** Hydrogen has an ionisation continuum, and a sum over levels misses it. What does the formal version sum over?

**A:** The labels $k$ form a measurable space `α` with a measure `μ`. The measure can count discrete levels and integrate over the continuum at once, so each sum above becomes an integral.

```lean
import Mathlib

open MeasureTheory Filter

namespace LondonDispersionBounds

noncomputable section

variable {α : Type*} [MeasurableSpace α]
```

The function `strength` is $S_0$. Despite its name it is not an oscillator strength, since no energy factor enters it.

```lean
/-- Total strength `S0`: the weights `w` of the excited pair states, summed over discrete levels
and integrated over the continuum as the measure `μ` prescribes. -/
def strength (μ : Measure α) (w : α → ℝ) : ℝ := ∫ k, w k ∂μ
```

The energy factor enters in $S_1$:

```lean
/-- Energy-weighted strength `S1`: each weight `w` is multiplied by its excitation energy `e`. -/
def energyStrength (μ : Measure α) (w e : α → ℝ) : ℝ := ∫ k, w k * e k ∂μ
```

The coefficient $C$ itself carries neither the minus sign nor the $R^{-6}$ of the interaction energy:

```lean
/-- London's second-order dispersion coefficient: each weight `w` is divided by its excitation
energy `e`, for non-zero excitation energies. -/
def dispersionCoeff (μ : Measure α) (w e : α → ℝ) : ℝ := ∫ k, w k / e k ∂μ
```

**Q:** You assume that $S_0$ and $S_1$ converge. Is the convergence of $C$ smuggled in as well?

**A:** No, it is proved. The hypotheses `hw` and `h1` say that $w$ and $we$ are integrable, `hw0` says that the weights are non-negative, and `he` says that all energies are at least $g$. The estimate $w/e\le w/g$ then dominates the integrand.

The remaining work concerns measurability, because $e$ alone is not assumed measurable. The proof writes $w/e$ as $w^2/(we)$, a quotient of measurable functions; where $w=0$, the first is zero because $e\neq0$, and the second is zero by Lean's convention $0/0=0$.

```lean
variable {μ : Measure α} {w e : α → ℝ} {g : ℝ}

/-- If the weights are non-negative, the excitation energies are at least `g > 0`, and `S0` and
`S1` converge, then the dispersion coefficient converges. -/
theorem integrable_dispersion (hg : 0 < g) (hw0 : ∀ k, 0 ≤ w k) (he : ∀ k, g ≤ e k)
    (hw : Integrable w μ) (h1 : Integrable (fun k => w k * e k) μ) :
    Integrable (fun k => w k / e k) μ := by
  have hm : AEStronglyMeasurable (fun k => w k / e k) μ := by
    -- the integrand is a quotient of the two measurable functions w² and w e
    have h : (fun k => w k / e k) = fun k => w k * w k / (w k * e k) := by
      funext k
      have hne : e k ≠ 0 := (hg.trans_le (he k)).ne'
      by_cases h : w k = 0
      · simp [h]
      · field_simp
    rw [h]
    exact ((hw.aemeasurable.mul hw.aemeasurable).div h1.aemeasurable).aestronglyMeasurable
  refine (hw.div_const g).mono' hm (Eventually.of_forall fun k => ?_)
  rw [Real.norm_of_nonneg (div_nonneg (hw0 k) (hg.trans_le (he k)).le)]
  exact div_le_div_of_nonneg_left (hw0 k) hg (he k)
```

**Q:** And the expanded square?

**A:** It is the next theorem, for every real $t$. In the proof, `hpt` is the pointwise expansion, obtained by clearing the denominator $e_k\neq 0$. Linearity of the integral does the rest, and each of the three parts is integrable by what came before.

```lean
/-- For any trial inverse energy `t`, the dispersion coefficient exceeds `2 t S0 - t² S1` by the
convergent integral of `w (1 - t e)² / e`, given non-negative weights, excitation energies at
least `g > 0`, and convergent `S0` and `S1`. -/
theorem closure_error (hg : 0 < g) (hw0 : ∀ k, 0 ≤ w k) (he : ∀ k, g ≤ e k)
    (hw : Integrable w μ) (h1 : Integrable (fun k => w k * e k) μ) (t : ℝ) :
    Integrable (fun k => w k * (1 - t * e k) ^ 2 / e k) μ ∧
    dispersionCoeff μ w e - (2 * t * strength μ w - t ^ 2 * energyStrength μ w e)
      = ∫ k, w k * (1 - t * e k) ^ 2 / e k ∂μ := by
  have hpt : (fun k => w k * (1 - t * e k) ^ 2 / e k)
      = fun k => w k / e k - (2 * t * w k - t ^ 2 * (w k * e k)) := by
    funext k
    have hne : e k ≠ 0 := (hg.trans_le (he k)).ne'
    field_simp
    ring
  have hC := integrable_dispersion hg hw0 he hw h1
  have ha : Integrable (fun k => 2 * t * w k) μ := hw.const_mul _
  have hb : Integrable (fun k => t ^ 2 * (w k * e k)) μ := h1.const_mul _
  have hab : Integrable (fun k => 2 * t * w k - t ^ 2 * (w k * e k)) μ := ha.sub hb
  rw [hpt]
  refine ⟨hC.sub hab, ?_⟩
  rw [integral_sub hC hab, integral_sub ha hb, integral_const_mul, integral_const_mul]
  rfl
```

**Q:** Then the bounds should follow in a few lines.

**A:** They do. `hgap` is $S_0g\le S_1$, which makes $S_1$ positive. The proof introduces $t$ through $tS_1=S_0$, `hval` evaluates the bracket as $S_0^2/S_1$, and `hnn` says that the error integral is non-negative. The last part compares $w/e$ with $w/g$ under the integral.

```lean
/-- Bounds on the London coefficient: for non-negative weights, excitation energies at least
`g > 0`, and convergent `S0 > 0` and `S1`, one has `S1 > 0` and `S0² / S1 ≤ C ≤ S0 / g`. -/
theorem dispersion_bounds (hg : 0 < g) (hw0 : ∀ k, 0 ≤ w k) (he : ∀ k, g ≤ e k)
    (hw : Integrable w μ) (h1 : Integrable (fun k => w k * e k) μ) (hS : 0 < strength μ w) :
    0 < energyStrength μ w e ∧
    strength μ w ^ 2 / energyStrength μ w e ≤ dispersionCoeff μ w e ∧
    dispersionCoeff μ w e ≤ strength μ w / g := by
  -- the gap forces S1 ≥ S0 g > 0
  have hgap : strength μ w * g ≤ energyStrength μ w e := by
    unfold strength energyStrength
    rw [← integral_mul_const]
    exact integral_mono (hw.mul_const g) h1
      (fun k => mul_le_mul_of_nonneg_left (he k) (hw0 k))
  have hS1 : 0 < energyStrength μ w e := (mul_pos hS hg).trans_le hgap
  refine ⟨hS1, ?_, ?_⟩
  · -- optimal trial inverse energy t = S0 / S1
    obtain ⟨t, ht⟩ : ∃ t, t * energyStrength μ w e = strength μ w :=
      ⟨_, div_mul_cancel₀ _ hS1.ne'⟩
    have hval : 2 * t * strength μ w - t ^ 2 * energyStrength μ w e
        = strength μ w ^ 2 / energyStrength μ w e := by
      rw [eq_div_iff hS1.ne']
      linear_combination (-(t * energyStrength μ w e - strength μ w)) * ht
    have hnn : 0 ≤ ∫ k, w k * (1 - t * e k) ^ 2 / e k ∂μ :=
      integral_nonneg fun k =>
        div_nonneg (mul_nonneg (hw0 k) (sq_nonneg _)) (hg.trans_le (he k)).le
    have herr := (closure_error hg hw0 he hw h1 t).2
    linarith
  · unfold strength dispersionCoeff
    rw [← integral_div]
    exact integral_mono (integrable_dispersion hg hw0 he hw h1) (hw.div_const g)
      (fun k => div_le_div_of_nonneg_left (hw0 k) hg (he k))
```

**Q:** When is my single mean energy exact?

**A:** With the choice $S_1/S_0$, exactly when almost every state that carries weight has that same excitation energy. "Almost every" refers to `μ`: a set of continuum states of measure zero makes no difference.

By hand, equality means that the integral of $w(1-te)^2/e$ vanishes at $t=S_0/S_1$. A non-negative integrand with zero integral is zero almost everywhere, so wherever $w\ne0$ we get $te=1$, that is $e=S_1/S_0$. The two halves of the proof run through this argument in both directions.

```lean
/-- For non-negative weights, excitation energies at least `g > 0`, and convergent `S0 > 0` and
`S1`, the dispersion coefficient equals its lower bound `S0² / S1` exactly when almost every state
of non-zero weight has the excitation energy `S1 / S0`. -/
theorem lower_bound_attained_iff (hg : 0 < g) (hw0 : ∀ k, 0 ≤ w k) (he : ∀ k, g ≤ e k)
    (hw : Integrable w μ) (h1 : Integrable (fun k => w k * e k) μ) (hS : 0 < strength μ w) :
    dispersionCoeff μ w e = strength μ w ^ 2 / energyStrength μ w e ↔
      ∀ᵐ k ∂μ, w k ≠ 0 → e k = energyStrength μ w e / strength μ w := by
  have hS1 := (dispersion_bounds hg hw0 he hw h1 hS).1
  obtain ⟨t, ht⟩ : ∃ t, t * energyStrength μ w e = strength μ w :=
    ⟨_, div_mul_cancel₀ _ hS1.ne'⟩
  have hval : 2 * t * strength μ w - t ^ 2 * energyStrength μ w e
      = strength μ w ^ 2 / energyStrength μ w e := by
    rw [eq_div_iff hS1.ne']
    linear_combination (-(t * energyStrength μ w e - strength μ w)) * ht
  obtain ⟨hi, herr⟩ := closure_error hg hw0 he hw h1 t
  have hnn : 0 ≤ fun k => w k * (1 - t * e k) ^ 2 / e k := fun k =>
    div_nonneg (mul_nonneg (hw0 k) (sq_nonneg _)) (hg.trans_le (he k)).le
  -- equality means that the non-negative error integrand vanishes almost everywhere
  rw [← sub_eq_zero, ← hval, herr, integral_eq_zero_iff_of_nonneg hnn hi]
  constructor
  · intro h
    filter_upwards [h] with k hk hwk
    have hk' : w k * (1 - t * e k) ^ 2 / e k = 0 := hk
    have hnum := (div_eq_zero_iff.mp hk').resolve_right (hg.trans_le (he k)).ne'
    have hlin : 1 - t * e k = 0 :=
      (pow_eq_zero_iff two_ne_zero).mp ((mul_eq_zero.mp hnum).resolve_left hwk)
    rw [eq_div_iff hS.ne']
    linear_combination (-energyStrength μ w e) * hlin - e k * ht
  · intro h
    filter_upwards [h] with k hk
    change w k * (1 - t * e k) ^ 2 / e k = 0
    by_cases hwk : w k = 0
    · simp [hwk]
    · have hek := (eq_div_iff hS.ne').mp (hk hwk)
      have hlin : 1 - t * e k = 0 := by
        apply mul_right_cancel₀ hS.ne'
        linear_combination (-1) * ht - t * hek
      simp [hlin]
```

**Q:** In practice I often have a plain list of levels. Must I think about measures then?

**A:** No. Counting measure on the natural numbers turns the integrals into series, which is the content of a short bridging lemma.

```lean
/-- A summable real sequence is integrable against the counting measure, and its integral is the sum
of the series. -/
theorem integral_levels {f : ℕ → ℝ} (hf : Summable f) :
    Integrable f Measure.count ∧ ∫ n, f n ∂Measure.count = ∑' n, f n := by
  have hi : Integrable f Measure.count := integrable_count_iff.mpr (summable_norm_iff.mpr hf)
  refine ⟨hi, ?_⟩
  rw [integral_countable hi]
  simp [measureReal_def]
```

For a list, the convergence of $\sum_n w_ne_n$ is enough, because $w_n\le w_ne_n/g_0$ makes $\sum_n w_n$ converge too. Here `g0` is the lower bound on the gaps. The proof derives the convergence of $\sum_n w_n$ and $\sum_n w_n/e_n$, translates the series into integrals and applies the general bounds. A finite list fits as well: fill it up with levels of zero weight and energy $g_0$.

```lean
/-- Bounds for countably many levels: if the weights are non-negative with positive sum, the gaps
are at least `g0 > 0`, and `∑ w e` converges, then `S1 > 0` and `S0² / S1 ≤ ∑ w / e ≤ S0 / g0`. -/
theorem discrete_bounds {w e : ℕ → ℝ} {g0 : ℝ} (hg : 0 < g0) (hw0 : ∀ n, 0 ≤ w n)
    (he : ∀ n, g0 ≤ e n) (h1 : Summable fun n => w n * e n) (hS : 0 < ∑' n, w n) :
    0 < ∑' n, w n * e n ∧
    (∑' n, w n) ^ 2 / (∑' n, w n * e n) ≤ ∑' n, w n / e n ∧
    ∑' n, w n / e n ≤ (∑' n, w n) / g0 := by
  have hw : Summable w := Summable.of_nonneg_of_le hw0
    (fun n => (le_div_iff₀ hg).mpr (mul_le_mul_of_nonneg_left (he n) (hw0 n)))
    (h1.div_const g0)
  have hC : Summable fun n => w n / e n := Summable.of_nonneg_of_le
    (fun n => div_nonneg (hw0 n) (hg.trans_le (he n)).le)
    (fun n => div_le_div_of_nonneg_left (hw0 n) hg (he n)) (hw.div_const g0)
  obtain ⟨iw, ew⟩ := integral_levels hw
  obtain ⟨i1, e1⟩ := integral_levels h1
  have eC := (integral_levels hC).2
  rw [← ew] at hS
  rw [← ew, ← e1, ← eC]
  exact dispersion_bounds hg hw0 he iw i1 hS
```

The theorem also applies to a sum over pseudostates in an electronic-structure calculation, provided that their weights are non-negative and their excitation energies positive, and that $S_0$, $S_1$ and $g_0$ are taken from the same set of pseudostates. It then bounds the second-order dipole-dipole coefficient of that set; the exact $C$ of the atoms may lie outside these bounds.

**Q:** Now hydrogen. Where do its numbers come from?

**A:** From the ground state, in atomic units. Let $(x_i,y_i,z_i)$ be the position of electron $i$ relative to its own nucleus, with $z$ along the line joining the nuclei. Without its factor $R^{-3}$, the operator is

$$V=x_1x_2+y_1y_2-2z_1z_2.$$

In the 1s state $\langle x^2\rangle=\langle y^2\rangle=\langle z^2\rangle=1$ and the cross terms vanish, so $S_0=\langle V^2\rangle=1+1+4=6$. The double-commutator sum rule gives

$$S_1=\tfrac12\left\langle|\nabla_1V|^2+|\nabla_2V|^2\right\rangle=\tfrac12(6+6)=6.$$

Each atom needs at least $3/8$ to be excited, and both must be, so $g=3/4$. The bounds become $36/6=6$ and $6/(3/4)=8$.

```lean
/-- Non-negative weights with convergent `S0 = S1 = 6` and excitation energies of at least `3/4`
give a dispersion coefficient between 6 and 8. -/
theorem hydrogen_bounds (hw0 : ∀ k, 0 ≤ w k) (he : ∀ k, 3 / 4 ≤ e k)
    (hw : Integrable w μ) (h1 : Integrable (fun k => w k * e k) μ)
    (hS0 : strength μ w = 6) (hS1 : energyStrength μ w e = 6) :
    6 ≤ dispersionCoeff μ w e ∧ dispersionCoeff μ w e ≤ 8 := by
  obtain ⟨-, hl, hu⟩ := dispersion_bounds (by norm_num) hw0 he hw h1 (by rw [hS0]; norm_num)
  rw [hS0, hS1] at hl
  rw [hS0] at hu
  norm_num at hl hu
  exact ⟨hl, hu⟩
```

**Q:** The theorem receives $S_0=S_1=6$ as hypotheses. So where is the hydrogen atom?

**A:** In the step you have just named. The theorem holds for any weights and energies with these values; that the spectrum of two hydrogen atoms supplies them rests on the calculation I gave above, not on the Lean proof. The physical setting is also idealised: non-relativistic atoms with fixed nuclei, no retardation, no overlap of the charge clouds, and only the leading $R^{-6}$ term.

**Q:** Could a cleverer argument bring the 8 down, using the same three numbers?

**A:** No. For $0<b<6$, take two levels with weights $6-b$ and $b$ and energies $3/4$ and $3/4+3/(2b)$. The weights add up to 6, and

$$S_1=6\cdot\tfrac34+b\cdot\frac{3}{2b}=\tfrac92+\tfrac32=6.$$

The lower level alone contributes $(6-b)/(3/4)=8-4b/3$ to $C$, and the upper level adds something positive. As $b$ shrinks, $C$ comes as close to 8 as you like. These spectra are not hydrogen's; they show that a smaller upper bound needs more information about the spectrum than $S_0$, $S_1$ and $g$.

In Lean the two levels are the elements of `Fin 2` with counting measure, and the integrals reduce to sums of two terms. The five parts of the statement are the non-negative weights, the gap, the two values of 6 and the strict lower estimate for $C$.

```lean
/-- For every `0 < b < 6`, the two-level spectrum with weights `6 - b`, `b` and energies `3/4`,
`3/4 + 3/(2b)` has `S0 = S1 = 6` and a dispersion coefficient above `8 - 4b/3`. -/
theorem hydrogen_upper_sharp {b : ℝ} (hb : 0 < b) (hb6 : b < 6) :
    (∀ k, 0 ≤ (![6 - b, b] : Fin 2 → ℝ) k) ∧
    (∀ k, 3 / 4 ≤ (![3 / 4, 3 / 4 + 3 / (2 * b)] : Fin 2 → ℝ) k) ∧
    strength Measure.count (![6 - b, b] : Fin 2 → ℝ) = 6 ∧
    energyStrength Measure.count ![6 - b, b] (![3 / 4, 3 / 4 + 3 / (2 * b)] : Fin 2 → ℝ) = 6 ∧
    8 - 4 * b / 3 <
      dispersionCoeff Measure.count ![6 - b, b]
        (![3 / 4, 3 / 4 + 3 / (2 * b)] : Fin 2 → ℝ) := by
  have hq : 0 < 3 / (2 * b) := by positivity
  simp only [strength, energyStrength, dispersionCoeff, integral_count, Fin.sum_univ_two,
    Fin.forall_fin_two, Matrix.cons_val_zero, Matrix.cons_val_one]
  refine ⟨⟨by linarith, hb.le⟩, ⟨le_refl _, by linarith⟩, by ring, ?_, ?_⟩
  · field_simp
    ring
  · -- the upper level contributes a positive amount
    have hpos : 0 < b / (3 / 4 + 3 / (2 * b)) := by positivity
    linarith

end

end LondonDispersionBounds
```

```lean
#print axioms LondonDispersionBounds.dispersion_bounds
#print axioms LondonDispersionBounds.discrete_bounds
#print axioms LondonDispersionBounds.hydrogen_bounds
#print axioms LondonDispersionBounds.hydrogen_upper_sharp
```

```
'LondonDispersionBounds.dispersion_bounds' depends on axioms: [propext, Classical.choice, Quot.sound]
'LondonDispersionBounds.discrete_bounds' depends on axioms: [propext, Classical.choice, Quot.sound]
'LondonDispersionBounds.hydrogen_bounds' depends on axioms: [propext, Classical.choice, Quot.sound]
'LondonDispersionBounds.hydrogen_upper_sharp' depends on axioms: [propext, Classical.choice, Quot.sound]
```
